# The reduced exponent A(A+B)⁻¹B of two correlated Gaussians

A formal statement about correlated Gaussians has to fix what an exponent matrix acts on. Here all Cartesian coordinates of all particles are collected in one real vector x, with components x_i labelled by a finite index type `n`, and an exponent is an arbitrary real n×n matrix on that vector. Three-dimensional space gets no special treatment: an exponent that acts in the same way on the three directions of each particle is one particular matrix of this kind. With a single index the matrices are ordinary numbers, and with an empty index type every statement still holds, trivially.

```lean
import Mathlib

open Matrix

namespace MatrixReducedExponent

noncomputable section

variable {n : Type*} [Fintype n] [DecidableEq n]
```

A second choice is the formula that defines the reduced exponent M of two exponents A and B. For numbers α and β it is αβ/(α+β) = (1/α + 1/β)⁻¹. The definition adopted for matrices is

M(A,B) = A (A+B)⁻¹ B

which inverts the sum alone. Mathlib's `⁻¹` returns the zero matrix for a singular argument, so each theorem carries a hypothesis that makes A+B invertible, either `IsUnit (A + B).det` (nonzero determinant) or positive definiteness.

```lean
/-- The reduced exponent matrix `M = A (A + B)⁻¹ B` of two exponent matrices. -/
def reducedExponent (A B : Matrix n n ℝ) : Matrix n n ℝ := A * (A + B)⁻¹ * B
```

The exponent form of a matrix A on a vector v is q_A(v) = vᵀAv = Σ_ij v_i A_ij v_j. In Lean `*ᵥ` is the matrix–vector product and `⬝ᵥ` the dot product.

```lean
/-- The quadratic form `vᵀ A v` of an exponent matrix `A`. -/
def quad (A : Matrix n n ℝ) (v : n → ℝ) : ℝ := v ⬝ᵥ A *ᵥ v
```

The Gaussian with exponent A and centre a is

g_{A,a}(x) = exp(−q_A(x − a))

There is no factor ½ in the exponent, no normalisation constant and no polynomial prefactor. For symmetric A, nonzero off-diagonal entries couple different coordinates. Those that link coordinates of different particles are the correlation, while those that link two directions of one particle only make its Gaussian anisotropic.

```lean
/-- The correlated Gaussian `exp (-(x - a)ᵀ A (x - a))` with exponent matrix `A` and
centre `a`. -/
def gaussian (A : Matrix n n ℝ) (a x : n → ℝ) : ℝ := Real.exp (-quad A (x - a))
```

For two centres a and b, the weighted centre generalises (αa + βb)/(α+β):

p = (A+B)⁻¹ (Aa + Bb)

```lean
/-- The exponent-weighted centre `p = (A + B)⁻¹ (A a + B b)`. -/
def productCentre (A B : Matrix n n ℝ) (a b : n → ℝ) : n → ℝ :=
  (A + B)⁻¹ *ᵥ (A *ᵥ a + B *ᵥ b)
```

## Three identities

Write S = A + B and T = S⁻¹, so that TS = ST = 1, the identity matrix. Inserting TS to the right of A, or ST to the left of B, gives

A − M = ATS − ATB = AT(S − B) = ATA

B − M = STB − ATB = (S − A)TB = BTB

For the swap, both orderings equal A − ATA:

ATB = ATS − ATA = A − ATA = STA − ATA = BTA

and BTA is M(B,A), since B + A = S. Neither symmetry nor positivity is used, and the theorem assumes only that det S is nonzero.

```lean
/-- If `A + B` is invertible, then `A - M = A (A + B)⁻¹ A`, `B - M = B (A + B)⁻¹ B`, and `M` is
unchanged on swapping `A` and `B`. -/
theorem reducedExponent_identities {A B : Matrix n n ℝ} (hS : IsUnit (A + B).det) :
    A - reducedExponent A B = A * (A + B)⁻¹ * A ∧
    B - reducedExponent A B = B * (A + B)⁻¹ * B ∧
    reducedExponent A B = reducedExponent B A := by
  have h1 := nonsing_inv_mul _ hS
  have h2 := mul_nonsing_inv _ hS
  unfold reducedExponent
  rw [add_comm B A]
  generalize (A + B)⁻¹ = T at h1 h2 ⊢
  refine ⟨?_, ?_, ?_⟩
  · calc A - A * T * B = A * (T * (A + B)) - A * T * B := by rw [h1, mul_one]
      _ = A * T * A := by noncomm_ring
  · calc B - A * T * B = (A + B) * T * B - A * T * B := by rw [h2, one_mul]
      _ = B * T * B := by noncomm_ring
  · -- both orderings equal `A - A T A`
    calc A * T * B = A * (T * (A + B)) - A * T * A := by noncomm_ring
      _ = (A + B) * T * A - A * T * A := by rw [h1, h2, mul_one, one_mul]
      _ = B * T * A := by noncomm_ring
```

The three `calc` blocks are these three lines. The step `generalize (A + B)⁻¹ = T at h1 h2 ⊢` is worth reusing: it replaces the inverse by a fresh variable about which only the two cancellation equations `h1` and `h2` are known. What remains is an identity in a noncommutative ring, where `noncomm_ring` does the distributing and `rw` inserts the cancellations.

## The harmonic form

Let A and B be invertible as well. In each term of M(A⁻¹ + B⁻¹) use the ordering of M that ends in the matrix to be cancelled:

M A⁻¹ + M B⁻¹ = BTA A⁻¹ + ATB B⁻¹ = BT + AT = ST = 1

```lean
/-- If `A`, `B` and `A + B` are invertible, then `M (A⁻¹ + B⁻¹) = 1`. -/
theorem reducedExponent_mul_inv_add_inv {A B : Matrix n n ℝ} (hA : IsUnit A.det)
    (hB : IsUnit B.det) (hS : IsUnit (A + B).det) :
    reducedExponent A B * (A⁻¹ + B⁻¹) = 1 := by
  have hcomm := (reducedExponent_identities hS).2.2
  -- use the ordering of `M` that ends in the matrix to be cancelled
  calc reducedExponent A B * (A⁻¹ + B⁻¹)
      = reducedExponent B A * A⁻¹ + reducedExponent A B * B⁻¹ := by rw [mul_add, ← hcomm]
    _ = B * (A + B)⁻¹ + A * (A + B)⁻¹ := by
        unfold reducedExponent
        rw [add_comm B A, mul_assoc _ A A⁻¹, mul_nonsing_inv A hA, mul_assoc _ B B⁻¹,
          mul_nonsing_inv B hB, mul_one, mul_one]
    _ = 1 := by rw [← add_mul, add_comm B A, mul_nonsing_inv _ hS]
```

The three steps of the `calc` are the choice of orderings through `hcomm`, the cancellation of AA⁻¹ and BB⁻¹, and the recombination of BT + AT.

## Positivity and the order relations

A real matrix C is positive definite when it is symmetric and q_C(v) > 0 for every v ≠ 0, and positive semidefinite when it is symmetric and q_C(v) ≥ 0 for all v. These are `PosDef` and `PosSemidef`, which Mathlib states with Hermitian symmetry; over ℝ that is Cᵀ = C, written `IsSymm`. A positive definite C is invertible, because Cv = 0 forces q_C(v) = 0 and hence v = 0. Three operations preserve positive definiteness, symmetry being immediate in each. For a sum, q_{A+B}(v) = q_A(v) + q_B(v) > 0. For an inverse, put u = C⁻¹v ≠ 0, so that vᵀC⁻¹v = uᵀCu > 0. For a congruence of a positive definite T by a symmetric invertible C,

vᵀ(CTC)v = (Cv)ᵀ T (Cv) > 0, because Cv ≠ 0

Now let A and B be positive definite. Then S and T are positive definite. A left inverse of a square matrix is its inverse, so M(A⁻¹ + B⁻¹) = 1 gives M = (A⁻¹ + B⁻¹)⁻¹, which is positive definite as the inverse of a sum of inverses. The differences ATA and BTB are congruences of T.

The theorem lists nine conclusions from the two hypotheses: M is symmetric, M is positive definite, M(A⁻¹ + B⁻¹) = 1, M = (A⁻¹ + B⁻¹)⁻¹, M(A,B) = M(B,A), and A − M and B − M are each positive definite and positive semidefinite. The strict form says q_M(v) < q_A(v) and q_M(v) < q_B(v) for v ≠ 0.

```lean
/-- For positive definite `A` and `B` the reduced exponent `M` is symmetric positive definite,
is the inverse of `A⁻¹ + B⁻¹`, is unchanged on swapping `A` and `B`, and `A - M` and `B - M` are
positive definite and positive semidefinite. -/
theorem reducedExponent_main {A B : Matrix n n ℝ} (hA : A.PosDef) (hB : B.PosDef) :
    (reducedExponent A B).IsSymm ∧ (reducedExponent A B).PosDef ∧
    reducedExponent A B * (A⁻¹ + B⁻¹) = 1 ∧ reducedExponent A B = (A⁻¹ + B⁻¹)⁻¹ ∧
    reducedExponent A B = reducedExponent B A ∧
    (A - reducedExponent A B).PosDef ∧ (B - reducedExponent A B).PosDef ∧
    (A - reducedExponent A B).PosSemidef ∧ (B - reducedExponent A B).PosSemidef := by
  have unit : ∀ {C : Matrix n n ℝ}, C.PosDef → IsUnit C.det :=
    fun hC => (Matrix.isUnit_iff_isUnit_det _).mp hC.isUnit
  have hS : (A + B).PosDef := hA.add hB
  obtain ⟨e1, e2, e3⟩ := reducedExponent_identities (unit hS)
  have hmul := reducedExponent_mul_inv_add_inv (unit hA) (unit hB) (unit hS)
  have hinv : reducedExponent A B = (A⁻¹ + B⁻¹)⁻¹ := (Matrix.inv_eq_left_inv hmul).symm
  have hM : (reducedExponent A B).PosDef := by
    rw [hinv]
    exact (hA.inv.add hB.inv).inv
  -- an invertible congruence of `(A + B)⁻¹` stays positive definite
  have congr_pos : ∀ {C : Matrix n n ℝ}, C.PosDef → (C * (A + B)⁻¹ * C).PosDef := by
    intro C hC
    have hinj : Function.Injective C.mulVec := by
      intro x y h
      have h' : C⁻¹ *ᵥ (C *ᵥ x) = C⁻¹ *ᵥ (C *ᵥ y) := congrArg (fun v => C⁻¹ *ᵥ v) h
      rwa [mulVec_mulVec, mulVec_mulVec, nonsing_inv_mul _ (unit hC), one_mulVec,
        one_mulVec] at h'
    have h := hS.inv.conjTranspose_mul_mul_same (B := C) hinj
    rwa [hC.isHermitian.eq] at h
  have hAM : (A - reducedExponent A B).PosDef := by
    rw [e1]
    exact congr_pos hA
  have hBM : (B - reducedExponent A B).PosDef := by
    rw [e2]
    exact congr_pos hB
  exact ⟨(conjTranspose_eq_transpose_of_trivial _).symm.trans hM.isHermitian.eq, hM, hmul, hinv,
    e3, hAM, hBM, hAM.posSemidef, hBM.posSemidef⟩
```

The local fact `unit` passes from positive definiteness to a nonzero determinant, `hinv` is the left-inverse step, and `hM` chains inverse, sum and inverse. In `congr_pos`, `hinj` shows that v ↦ Cv is injective by applying C⁻¹, and `conjTranspose_mul_mul_same` delivers the congruence with the conjugate transpose of C on the left, which symmetry turns into C. Symmetry of M is read off from its positive definiteness.

Neither hypothesis can simply be dropped from the claim that M is positive definite; by the symmetry in A and B one example covers both. For the numbers A = 2 and B = −1 the sum is 1 and M = −2.

## Completing the square

Let A and B be symmetric with S invertible, and set d = a − b and w = TBd, so that Sw = Bd. Since Aa + Bb = Sa − Bd, the centre is p = a − w. With y = x − p,

x − a = y − w,  x − b = y − w + d

Symmetry lets the cross terms be paired:

q_A(y − w) = yᵀAy − 2yᵀAw + wᵀAw

q_B(y − w + d) = yᵀBy − 2yᵀBw + 2yᵀBd + wᵀBw − 2dᵀBw + dᵀBd

In the sum, the terms quadratic in y give q_S(y), and the linear terms give −2yᵀ(Sw − Bd) = 0. In the constant terms wᵀSw = wᵀBd = dᵀBw, which leaves dᵀBd − dᵀBw. From M = B − BTB and BTBd = Bw, this is q_M(d). Therefore, for all a, b and x,

q_A(x − a) + q_B(x − b) = q_S(x − p) + q_M(a − b)

```lean
/-- Completing the square: for symmetric `A`, `B` with `A + B` invertible, the sum of the forms
of `A` about `a` and of `B` about `b` is the form of `A + B` about the weighted centre plus the
form of `M` at `a - b`. -/
theorem exponent_split {A B : Matrix n n ℝ} (hA : A.IsSymm) (hB : B.IsSymm)
    (hS : IsUnit (A + B).det) (a b x : n → ℝ) :
    quad A (x - a) + quad B (x - b) =
      quad (A + B) (x - productCentre A B a b) + quad (reducedExponent A B) (a - b) := by
  have sym : ∀ {C : Matrix n n ℝ}, C.IsSymm → ∀ u v : n → ℝ, u ⬝ᵥ C *ᵥ v = v ⬝ᵥ C *ᵥ u := by
    intro C hC u v
    rw [dotProduct_mulVec, ← mulVec_transpose, hC.eq, dotProduct_comm]
  have cancel : ∀ v, (A + B) *ᵥ ((A + B)⁻¹ *ᵥ v) = v := fun v => by
    rw [mulVec_mulVec, mul_nonsing_inv _ hS, one_mulVec]
  have cancel' : ∀ v, (A + B)⁻¹ *ᵥ ((A + B) *ᵥ v) = v := fun v => by
    rw [mulVec_mulVec, nonsing_inv_mul _ hS, one_mulVec]
  obtain ⟨d, hd⟩ : ∃ d, d = a - b := ⟨_, rfl⟩
  obtain ⟨w, hw⟩ : ∃ w, w = (A + B)⁻¹ *ᵥ (B *ᵥ d) := ⟨_, rfl⟩
  -- the centre is `p = a - w` with `(A + B) w = B d`
  have hp : productCentre A B a b = a - w := by
    have h : A *ᵥ a + B *ᵥ b = (A + B) *ᵥ a - B *ᵥ d := by
      rw [hd, add_mulVec, mulVec_sub]
      abel
    rw [productCentre, h, mulVec_sub, cancel', ← hw]
  have hSw : A *ᵥ w + B *ᵥ w = B *ᵥ d := by rw [← add_mulVec, hw, cancel]
  have hM : quad (reducedExponent A B) d = d ⬝ᵥ B *ᵥ d - d ⬝ᵥ B *ᵥ w := by
    have h1 : reducedExponent A B = B - B * (A + B)⁻¹ * B := by
      rw [← (reducedExponent_identities hS).2.1]
      abel
    have h2 : (B * (A + B)⁻¹ * B) *ᵥ d = B *ᵥ w := by
      rw [hw]
      simp only [mulVec_mulVec, Matrix.mul_assoc]
    rw [quad, h1, sub_mulVec, dotProduct_sub, h2]
  obtain ⟨y, hy⟩ : ∃ y, y = x - (a - w) := ⟨_, rfl⟩
  have e1 : x - a = y - w := by
    rw [hy]
    abel
  have e2 : x - b = y - w + d := by
    rw [hy, hd]
    abel
  have h1 : y ⬝ᵥ A *ᵥ w + y ⬝ᵥ B *ᵥ w = y ⬝ᵥ B *ᵥ d := by rw [← dotProduct_add, hSw]
  have h2 : w ⬝ᵥ A *ᵥ w + w ⬝ᵥ B *ᵥ w = w ⬝ᵥ B *ᵥ d := by rw [← dotProduct_add, hSw]
  rw [hp, ← hd, hM, ← hy, e1, e2]
  -- expand; the terms linear in `y = x - p` cancel
  simp only [quad, mulVec_add, mulVec_sub, add_mulVec, dotProduct_add, dotProduct_sub,
    add_dotProduct, sub_dotProduct]
  linarith [sym hA w y, sym hB w y, sym hB d y, sym hB d w]
```

Here `hp` is p = a − w, `hSw` is Sw = Bd, `hM` is the expression for q_M(d), and `e1`, `e2` are the two shifts. After them `h1` and `h2` contract Sw = Bd with y and with w. The `simp only` call expands all forms into scalar products, and `linarith` closes the linear relation among them with four instances of `sym`, which is uᵀCv = vᵀCu for symmetric C and any vectors u, v.

Symmetry matters because q_A sees only the symmetric part of A while M does not. In two dimensions take J with rows (0, 1) and (−1, 0), so J² = −1 and q_J = 0, and let A = 1 + J, B = 1. Then T = (2 − J)/5 and M = (3 + J)/5. At the midpoint x = (a + b)/2 the left side is |d|²/2, while the right side is 2|x − p|² + 3|d|²/5, which is larger for d ≠ 0.

## The product theorem

Negating the identity and exponentiating gives

g_{A,a}(x) · g_{B,b}(x) = exp(−q_M(a − b)) · g_{S,p}(x)

```lean
/-- Gaussian product theorem for correlated Gaussians: for symmetric `A`, `B` with `A + B`
invertible, the product is `exp (-(a - b)ᵀ M (a - b))` times the Gaussian with exponent `A + B`
at the weighted centre. -/
theorem gaussian_product {A B : Matrix n n ℝ} (hA : A.IsSymm) (hB : B.IsSymm)
    (hS : IsUnit (A + B).det) (a b x : n → ℝ) :
    gaussian A a x * gaussian B b x =
      Real.exp (-quad (reducedExponent A B) (a - b)) *
        gaussian (A + B) (productCentre A B a b) x := by
  unfold gaussian
  rw [← Real.exp_add, ← Real.exp_add]
  congr 1
  linarith [exponent_split hA hB hS a b x]
```

The proof merges each product of exponentials with `Real.exp_add` and compares exponents by `exponent_split`. This is the Gaussian product theorem as a pointwise identity between pure exponentials: polynomial prefactors, particle permutation symmetry and integrals do not enter, and since only symmetry and an invertible sum are assumed, the functions need not decay.

In a variational calculation with shifted correlated Gaussians that carry no prefactor, the identity reduces a two-centre matrix element of a multiplicative operator to an integral of that operator against the single Gaussian g_{S,p}, times exp(−q_M(a − b)). For positive definite A and B on N coordinates, the usual Gaussian integral then gives the overlap

∫ g_{A,a} g_{B,b} dx = π^{N/2} (det S)^{−1/2} exp(−q_M(a − b))

and for functions normalised to one the constant in front becomes 2^{N/2} (det A · det B)^{1/4} (det S)^{−1/2}. A program can factorise S by Cholesky, solve Sw = Bd, evaluate q_M(d) = dᵀAw, which follows from M = ATB and avoids the subtraction in `hM`, and take det S from the same factor, without forming M or any inverse.

## The reduced form as a minimum

If S is positive definite, then q_S(x − p) ≥ 0 with equality at x = p, so

min over x of [q_A(x − a) + q_B(x − b)] = q_M(a − b)

`IsLeast` applied to the `Set.range` of the summed exponent says that q_M(a − b) is attained at some x and is a lower bound for all x. A and B need only be symmetric with positive definite sum. Uniqueness of the minimiser is not part of the statement.

```lean
/-- For symmetric `A`, `B` with `A + B` positive definite, `(a - b)ᵀ M (a - b)` is the minimum
over `x` of `(x - a)ᵀ A (x - a) + (x - b)ᵀ B (x - b)`. -/
theorem reducedExponent_isLeast {A B : Matrix n n ℝ} (hA : A.IsSymm) (hB : B.IsSymm)
    (hS : (A + B).PosDef) (a b : n → ℝ) :
    IsLeast (Set.range fun x => quad A (x - a) + quad B (x - b))
      (quad (reducedExponent A B) (a - b)) := by
  have hdet : IsUnit (A + B).det := (Matrix.isUnit_iff_isUnit_det _).mp hS.isUnit
  constructor
  · -- attained at the weighted centre
    refine ⟨productCentre A B a b, ?_⟩
    have h := exponent_split hA hB hdet a b (productCentre A B a b)
    have h0 : quad (A + B) 0 = 0 := by simp [quad]
    rw [sub_self, h0, zero_add] at h
    exact h
  · rintro _ ⟨x, rfl⟩
    have h := exponent_split hA hB hdet a b x
    have h0 : 0 ≤ quad (A + B) (x - productCentre A B a b) := by
      have h1 := hS.posSemidef.dotProduct_mulVec_nonneg (x - productCentre A B a b)
      rwa [star_trivial] at h1
    show quad (reducedExponent A B) (a - b) ≤ quad A (x - a) + quad B (x - b)
    linarith

end

end MatrixReducedExponent
```

```lean
#print axioms MatrixReducedExponent.reducedExponent_main
#print axioms MatrixReducedExponent.gaussian_product
#print axioms MatrixReducedExponent.reducedExponent_isLeast
```

```
'MatrixReducedExponent.reducedExponent_main' depends on axioms: [propext, Classical.choice, Quot.sound]
'MatrixReducedExponent.gaussian_product' depends on axioms: [propext, Classical.choice, Quot.sound]
'MatrixReducedExponent.reducedExponent_isLeast' depends on axioms: [propext, Classical.choice, Quot.sound]
```

The first branch evaluates `exponent_split` at x = p, where q_S(0) = 0. The second drops the nonnegative term `h0`.

The minimum also suggests what survives when A and B are only positive semidefinite with S positive definite. The summed exponent is nonnegative, so q_M(d) ≥ 0, and the trial points x = b and x = a give q_M(d) ≤ q_A(d) and q_M(d) ≤ q_B(d). Since Mᵀ = BTA = M, the matrices M, A − M and B − M would then be positive semidefinite, though not always definite, as A = 1, B = 0, M = 0 shows. This extension, the overlap formulas and the numerical counter-examples are argued on paper and have not been through Lean.
